# A Hermitian matrix gives nonnegative determinantal occupation weights exactly when its spectrum lies in [0,1]

The weight of an occupation pattern is taken here as a definition, a determinant built from a matrix $K$, and is not derived from a many-body state. Let $K$ be a complex $n\times n$ matrix whose rows and columns are labelled by modes, and let $S$ be a set of modes. The weight $p(S)$ is the determinant of the matrix whose rows in $S$ come from $K$ and whose other rows come from $1-K$. For fermions in a Slater determinant, or in a grand-canonical thermal state without interactions or pairing, take $K$ to be the one-particle correlation matrix in orthonormal modes (spin orbitals, for electrons), with entries $\langle c_i^\dagger c_j\rangle$. Then $p(S)$ is the probability of finding exactly the modes in $S$ occupied. That identification is the physical input, and the file starts from the determinant.

## The criterion and its generating function

For Hermitian $K$,

$$p(S)\ge 0\ \text{ for every } S \iff \text{every eigenvalue of } K \text{ lies in } [0,1].$$

One half of the argument rests on an identity that holds for any complex matrix $K$ and any complex $z$:

$$\sum_S z^{|S|}\,p(S)=\det\bigl(1+(z-1)K\bigr).$$

The Macchi–Soshnikov theorem characterises the Hermitian kernels of determinantal point processes, including processes on continuous spaces. The criterion above is its counterpart for finitely many modes, with the weights given explicitly.

## Checking a correlation matrix before sampling

A code that samples occupation patterns of a free-fermion state from $K$ needs the $2^n$ numbers $p(S)$ to be probabilities. For finitely many modes and Hermitian $K$, one diagonalisation settles this. The check is useful when entries of $K$ have been set to zero, rounded or fitted one by one, since these operations can push eigenvalues out of the interval.

Looking at the diagonal is not enough. Take

$$K=\begin{pmatrix}0.5&0.6\\0.6&0.5\end{pmatrix},$$

whose mean occupations are both $0.5$ but whose eigenvalues are $1.1$ and $-0.1$. The weights are

$$p(\emptyset)=p(\{1,2\})=0.25-0.36=-0.11,\qquad p(\{1\})=p(\{2\})=0.25+0.36=0.61.$$

They sum to one, so a normalisation test passes. If a sampler fills mode 1, which happens with probability $0.5$, it must then fill mode 2 with the conditional probability $-0.11/0.5=-0.22$. With $0.3$ in place of $0.6$, the eigenvalues are $0.8$ and $0.2$, and the weights become $0.16$ and $0.34$, each occurring twice.

## Derivation

**The generating function.** Row $i$ of $1+(z-1)K$ is $z$ times row $i$ of $K$ plus row $i$ of $1-K$. The determinant is linear in each row, so it expands into a sum over the set $S$ of rows in which the first term is chosen. Each chosen row contributes a factor $z$, which gives $z^{|S|}p(S)$. Setting $z=1$ shows that the weights sum to one.

**Nonnegative weights confine the spectrum.** Suppose $Kv=\mu v$ with $v\neq0$ and $\mu$ real but outside $[0,1]$. Put $z=1-1/\mu$. If $\mu<0$ then $z>1$, and if $\mu>1$ then $0<z<1$, so $z$ is positive in both cases. Moreover,

$$\bigl(1+(z-1)K\bigr)v=\Bigl(1-\frac{1}{\mu}\,\mu\Bigr)v=0.$$

The determinant therefore vanishes, and $\sum_S z^{|S|}p(S)=0$. All terms are nonnegative and all powers of $z$ are positive, so every $p(S)$ is zero. This contradicts their sum being one.

**The weights are real.** For the other direction, let $D$ be the diagonal matrix with entries $0$ on $S$ and $1$ elsewhere. The rows of $K-D$ in $S$ are those of $K$, and the remaining rows are those of $-(1-K)$. Hence

$$\det(K-D)=(-1)^{n-|S|}\,p(S).$$

Since $K-D$ is Hermitian, its determinant is real, and so is $p(S)$.

**A contraction.** Let the eigenvalues $\lambda_i$ of $K$ lie in $[0,1]$, and put $A=2K-1$. Expand a vector $v$ in an orthonormal eigenbasis with coefficients $c_i$. Because $(2\lambda_i-1)^2=1-4\lambda_i(1-\lambda_i)\le1$,

$$\|Av\|^2=\sum_i(2\lambda_i-1)^2|c_i|^2\le\|v\|^2.$$

**From half filling to $K$.** For $0\le t\le1$ define

$$K_t=\frac{1-t}{2}\,1+tK=\frac{1+tA}{2},\qquad 1-K_t=\frac{1-tA}{2}.$$

If the weight of $S$ computed from $K_t$ were zero, the mixed-row matrix would have a null vector $v\ne0$. Its rows would give $v_i=-t(Av)_i$ for $i\in S$ and $v_i=t(Av)_i$ otherwise. Summing the squared moduli,

$$\|v\|^2=t^2\|Av\|^2\le t^2\|v\|^2,$$

which is impossible for $t<1$. Half filling here means the matrix $K_0$, which is half the identity, and not merely a diagonal of $\tfrac12$. At $t=0$ the weight is $2^{-n}>0$. It is real and continuous in $t$, so a negative value at $t=1$ would require a zero at some earlier $t$. Hence $p(S)\ge0$.

## The Lean file

```lean
import Mathlib

open Matrix
open scoped ComplexOrder

namespace MacchiSoshnikov

noncomputable section

variable {n : Type*} [Fintype n] [DecidableEq n]

/-- The matrix whose rows in `S` are taken from `K` and whose other rows are taken
from `1 - K`. -/
def occMatrix (K : Matrix n n ℂ) (S : Finset n) : Matrix n n ℂ :=
  Matrix.of fun i j => if i ∈ S then K i j else (1 - K) i j

/-- The determinantal weight of the configuration in which exactly the modes in `S`
are occupied. -/
def occWeight (K : Matrix n n ℂ) (S : Finset n) : ℂ := (occMatrix K S).det

/-- The matrix `(1 - t)/2 • 1 + t • K`, which is half the identity at `t = 0` and `K` at `t = 1`. -/
def mixed (K : Matrix n n ℂ) (t : ℝ) : Matrix n n ℂ :=
  (((1 - t) / 2 : ℝ) : ℂ) • (1 : Matrix n n ℂ) + (t : ℂ) • K

/-- The sum of `z ^ |S|` times the weight of `S`, over all `S`, is `det (1 + (z - 1) K)`. -/
theorem generating_function (K : Matrix n n ℂ) (z : ℂ) :
    ∑ S : Finset n, z ^ S.card * occWeight K S = (1 + (z - 1) • K).det := by
  -- expand the determinant of `z K + (1 - K)` row by row
  have h := (Matrix.detRowAlternating (n := n) (R := ℂ)).toMultilinearMap.map_add_univ
    (fun i j => z * K i j) (fun i j => (1 - K) i j)
  have e : 1 + (z - 1) • K = Matrix.of
      ((fun i j => z * K i j : n → n → ℂ) + (fun i j => (1 - K) i j)) := by
    ext i j
    simp only [Matrix.add_apply, Matrix.smul_apply, Matrix.of_apply, Pi.add_apply,
      Matrix.sub_apply, smul_eq_mul]
    ring
  rw [e]
  refine Eq.trans (Finset.sum_congr rfl fun S _ => ?_) h.symm
  have hp : ∏ i, (if i ∈ S then z else 1) = z ^ S.card := by
    simp [Finset.prod_ite_mem]
  rw [← hp, occWeight, ← Matrix.det_mul_column]
  change Matrix.det _ = Matrix.det _
  congr 1
  ext i j
  by_cases hi : i ∈ S <;> simp [occMatrix, Finset.piecewise, hi]

/-- The weights of all configurations sum to one. -/
theorem sum_occWeight (K : Matrix n n ℂ) : ∑ S : Finset n, occWeight K S = 1 := by
  simpa using generating_function K 1

/-- If all weights are nonnegative, every real eigenvalue of `K` lies in `[0,1]`. -/
theorem eigenvalue_mem_of_nonneg {K : Matrix n n ℂ} (hp : ∀ S, 0 ≤ occWeight K S)
    {μ : ℝ} {v : n → ℂ} (hv : v ≠ 0) (hKv : K *ᵥ v = (μ : ℂ) • v) :
    μ ∈ Set.Icc (0 : ℝ) 1 := by
  -- an eigenvalue `μ` outside the interval gives the generating function a zero at `1 - μ⁻¹ > 0`
  have key : μ ≠ 0 → 0 < 1 - μ⁻¹ → False := by
    intro hμ ht
    have hμ' : (μ : ℂ) ≠ 0 := Complex.ofReal_ne_zero.mpr hμ
    have hdet : (1 + (((1 - μ⁻¹ : ℝ) : ℂ) - 1) • K).det = 0 := by
      refine Matrix.exists_mulVec_eq_zero_iff.mp ⟨v, hv, ?_⟩
      rw [Matrix.add_mulVec, Matrix.one_mulVec, Matrix.smul_mulVec, hKv]
      ext i
      simp only [Pi.add_apply, Pi.smul_apply, smul_eq_mul, Pi.zero_apply]
      push_cast
      field_simp
      ring
    rw [← generating_function] at hdet
    have hre : ∑ S : Finset n, (1 - μ⁻¹) ^ S.card * (occWeight K S).re = 0 := by
      have h := congrArg Complex.re hdet
      rw [Complex.re_sum, Complex.zero_re] at h
      rw [← h]
      refine Finset.sum_congr rfl fun S _ => ?_
      rw [← Complex.ofReal_pow, Complex.re_ofReal_mul]
    have hnn : ∀ S, 0 ≤ (occWeight K S).re := fun S => (Complex.nonneg_iff.mp (hp S)).1
    have hz := (Finset.sum_eq_zero_iff_of_nonneg
      (fun S _ => mul_nonneg (pow_nonneg ht.le _) (hnn S))).mp hre
    -- all weights would vanish, although they sum to one
    have hone := congrArg Complex.re (sum_occWeight K)
    rw [Complex.re_sum, Complex.one_re, Finset.sum_eq_zero] at hone
    · exact zero_ne_one hone
    · intro S hS
      exact (mul_eq_zero.mp (hz S hS)).resolve_left (pow_pos ht _).ne'
  constructor
  · by_contra h
    have h' : μ < 0 := not_le.mp h
    exact key h'.ne (by have := inv_lt_zero.mpr h'; linarith)
  · by_contra h
    have h' : 1 < μ := not_le.mp h
    exact key (by linarith) (by have := inv_lt_one_of_one_lt₀ h'; linarith)

/-- The weights computed from a Hermitian matrix are real. -/
theorem occWeight_im {K : Matrix n n ℂ} (hK : K.IsHermitian) (S : Finset n) :
    (occWeight K S).im = 0 := by
  let J : n → ℂ := fun i => if i ∈ S then 1 else -1
  let d : n → ℂ := fun i => if i ∈ S then 0 else 1
  have hd : star d = d := by
    funext i
    by_cases h : i ∈ S <;> simp [d, h]
  -- flipping the sign of the rows outside `S` gives a Hermitian matrix
  have hH : (K - diagonal d)ᴴ = K - diagonal d := by
    rw [Matrix.conjTranspose_sub, hK.eq, Matrix.diagonal_conjTranspose, hd]
  have hdet : (K - diagonal d).det = (∏ i, J i) * occWeight K S := by
    rw [occWeight, ← Matrix.det_mul_column]
    congr 1
    ext i j
    by_cases h : i ∈ S <;>
      simp [occMatrix, J, d, h, Matrix.diagonal_apply, Matrix.one_apply]
  have hJ : star (∏ i, J i) = ∏ i, J i := by
    change starRingEnd ℂ _ = _
    rw [map_prod]
    refine Finset.prod_congr rfl fun i _ => ?_
    by_cases h : i ∈ S <;> simp [J, h]
  have hP : ∏ i, J i ≠ 0 := Finset.prod_ne_zero_iff.mpr fun i _ => by
    by_cases h : i ∈ S <;> simp [J, h]
  have h := congrArg Matrix.det hH
  rw [Matrix.det_conjTranspose, hdet, star_mul', hJ] at h
  exact Complex.conj_eq_iff_im.mp (mul_left_cancel₀ hP h)

/-- Each vector of the eigenbasis of `K` is an eigenvector with the listed eigenvalue. -/
theorem mulVec_eigenmode {K : Matrix n n ℂ} (hK : K.IsHermitian) (i : n) :
    K *ᵥ (hK.eigenvectorBasis i).ofLp =
      (hK.eigenvalues i : ℂ) • (hK.eigenvectorBasis i).ofLp :=
  (hK.mulVec_eigenvectorBasis i).trans (by ext j; simp)

/-- If `K` is Hermitian with eigenvalues in `[0,1]`, then `2K - 1` does not increase the Euclidean
norm of any vector. -/
theorem contraction {K : Matrix n n ℂ} (hK : K.IsHermitian)
    (h : ∀ i, hK.eigenvalues i ∈ Set.Icc (0 : ℝ) 1) (v : n → ℂ) :
    ∑ i, ‖2 * (K *ᵥ v) i - v i‖ ^ 2 ≤ ∑ i, ‖v i‖ ^ 2 := by
  let x : EuclideanSpace ℂ n := WithLp.toLp 2 v
  let y : EuclideanSpace ℂ n := WithLp.toLp 2 (K *ᵥ v)
  have hy : ∀ i, inner ℂ (hK.eigenvectorBasis i) y =
      (hK.eigenvalues i : ℂ) * inner ℂ (hK.eigenvectorBasis i) x := by
    intro i
    have hs := congrArg star (mulVec_eigenmode hK i)
    rw [Matrix.star_mulVec, hK.eq] at hs
    rw [EuclideanSpace.inner_eq_star_dotProduct, EuclideanSpace.inner_eq_star_dotProduct]
    change (K *ᵥ v) ⬝ᵥ _ = _ * (v ⬝ᵥ _)
    rw [dotProduct_comm, Matrix.dotProduct_mulVec, hs, dotProduct_comm v]
    simp [star_smul, smul_dotProduct]
  have hxy : ‖(2 : ℂ) • y - x‖ ^ 2 ≤ ‖x‖ ^ 2 := by
    -- compare the components in the eigenbasis
    rw [← hK.eigenvectorBasis.sum_sq_norm_inner_right,
      ← hK.eigenvectorBasis.sum_sq_norm_inner_right x]
    refine Finset.sum_le_sum fun i _ => ?_
    have e : inner ℂ (hK.eigenvectorBasis i) ((2 : ℂ) • y - x) =
        ((2 * hK.eigenvalues i - 1 : ℝ) : ℂ) * inner ℂ (hK.eigenvectorBasis i) x := by
      rw [inner_sub_right, inner_smul_right, hy]
      push_cast
      ring
    rw [e, norm_mul, mul_pow, Complex.norm_real, Real.norm_eq_abs, sq_abs]
    have h2 : (2 * hK.eigenvalues i - 1) ^ 2 ≤ 1 := by
      nlinarith [mul_nonneg (h i).1 (sub_nonneg.mpr (h i).2)]
    exact mul_le_of_le_one_left (sq_nonneg _) h2
  rw [EuclideanSpace.norm_sq_eq, EuclideanSpace.norm_sq_eq] at hxy
  exact hxy

/-- If `K` is Hermitian with eigenvalues in `[0,1]`, no weight of `mixed K t` vanishes for `0 ≤ t <
1`. -/
theorem occWeight_mixed_ne_zero {K : Matrix n n ℂ} (hK : K.IsHermitian)
    (h : ∀ i, hK.eigenvalues i ∈ Set.Icc (0 : ℝ) 1) {t : ℝ} (h0 : 0 ≤ t) (h1 : t < 1)
    (S : Finset n) : occWeight (mixed K t) S ≠ 0 := by
  intro hdet
  obtain ⟨v, hv, hv0⟩ := Matrix.exists_mulVec_eq_zero_iff.mpr hdet
  have hmix : ∀ i, (mixed K t *ᵥ v) i = (1 - (t : ℂ)) / 2 * v i + t * (K *ᵥ v) i := by
    intro i
    simp [mixed, Matrix.add_mulVec, Matrix.smul_mulVec]
  have ht : ‖(t : ℂ)‖ = t := by rw [Complex.norm_real, Real.norm_of_nonneg h0]
  -- a null vector would satisfy `|v| = t |(2K - 1) v|` in every component
  have hn : ∀ i, ‖v i‖ = t * ‖2 * (K *ᵥ v) i - v i‖ := by
    intro i
    have e := congrFun hv0 i
    by_cases hi : i ∈ S
    · have e1 : (occMatrix (mixed K t) S *ᵥ v) i = (mixed K t *ᵥ v) i := by
        simp only [Matrix.mulVec, dotProduct, occMatrix, Matrix.of_apply, if_pos hi]
      rw [e1, hmix, Pi.zero_apply] at e
      have e2 : v i = -((t : ℂ) * (2 * (K *ᵥ v) i - v i)) := by linear_combination 2 * e
      exact (congrArg norm e2).trans (by rw [norm_neg, norm_mul, ht])
    · have e1 : (occMatrix (mixed K t) S *ᵥ v) i = ((1 - mixed K t) *ᵥ v) i := by
        simp only [Matrix.mulVec, dotProduct, occMatrix, Matrix.of_apply, if_neg hi]
      rw [e1, Matrix.sub_mulVec, Matrix.one_mulVec, Pi.sub_apply, hmix,
        Pi.zero_apply] at e
      have e2 : v i = (t : ℂ) * (2 * (K *ᵥ v) i - v i) := by linear_combination 2 * e
      exact (congrArg norm e2).trans (by rw [norm_mul, ht])
  have hs : ∑ i, ‖v i‖ ^ 2 = t ^ 2 * ∑ i, ‖2 * (K *ᵥ v) i - v i‖ ^ 2 := by
    rw [Finset.mul_sum]
    exact Finset.sum_congr rfl fun i _ => by rw [hn i, mul_pow]
  have hpos : 0 < ∑ i, ‖v i‖ ^ 2 := by
    obtain ⟨i, hi⟩ := Function.ne_iff.mp hv
    exact Finset.sum_pos' (fun j _ => sq_nonneg _)
      ⟨i, Finset.mem_univ i, pow_pos (norm_pos_iff.mpr hi) 2⟩
  have ht2 : 0 < 1 - t ^ 2 := by nlinarith
  nlinarith [mul_le_mul_of_nonneg_left (contraction hK h v) (sq_nonneg t),
    mul_pos ht2 hpos]

/-- For a Hermitian matrix `K`, all configuration weights are nonnegative if and only if
all eigenvalues of `K` lie in `[0,1]`. -/
theorem occWeight_nonneg_iff {K : Matrix n n ℂ} (hK : K.IsHermitian) :
    (∀ S, 0 ≤ occWeight K S) ↔ ∀ i, hK.eigenvalues i ∈ Set.Icc (0 : ℝ) 1 := by
  constructor
  · intro hp i
    refine eigenvalue_mem_of_nonneg hp (fun h0 => ?_) (mulVec_eigenmode hK i)
    apply hK.eigenvectorBasis.orthonormal.ne_zero i
    ext j
    exact congrFun h0 j
  · intro h S
    refine Complex.nonneg_iff.mpr ⟨?_, (occWeight_im hK S).symm⟩
    by_contra hneg
    have hcont : Continuous fun t : ℝ => (occWeight (mixed K t) S).re := by
      refine Complex.continuous_re.comp
        (Continuous.matrix_det (continuous_matrix fun i j => ?_))
      by_cases hi : i ∈ S
      · simp only [occMatrix, mixed, Matrix.of_apply, if_pos hi, Matrix.add_apply,
          Matrix.smul_apply, smul_eq_mul]
        fun_prop
      · simp only [occMatrix, mixed, Matrix.of_apply, if_neg hi, Matrix.add_apply,
          Matrix.sub_apply, Matrix.smul_apply, smul_eq_mul]
        fun_prop
    have hone : mixed K 1 = K := by simp [mixed]
    -- at half filling every configuration has the same positive weight
    have hzero : 0 < (occWeight (mixed K 0) S).re := by
      have e : occMatrix (mixed K 0) S = (((2 : ℝ)⁻¹ : ℝ) : ℂ) • (1 : Matrix n n ℂ) := by
        ext i j
        by_cases hi : i ∈ S <;> by_cases hij : i = j <;>
          simp [occMatrix, mixed, hi, hij, Matrix.one_apply] <;> norm_num
      rw [occWeight, e, Matrix.det_smul, Matrix.det_one, mul_one, ← Complex.ofReal_pow,
        Complex.ofReal_re]
      positivity
    -- a negative weight would force a zero on the way from half filling to `K`
    obtain ⟨t, ht, hft⟩ := intermediate_value_Icc' (zero_le_one' ℝ) hcont.continuousOn
      (show (0 : ℝ) ∈ Set.Icc _ _ from ⟨by rw [hone]; exact (not_le.mp hneg).le, hzero.le⟩)
    have ht1 : t ≠ 1 := by
      rintro rfl
      simp only [hone] at hft
      exact hneg hft.ge
    have hherm : (mixed K t).IsHermitian := by
      unfold Matrix.IsHermitian mixed
      rw [Matrix.conjTranspose_add, Matrix.conjTranspose_smul, Matrix.conjTranspose_smul,
        Matrix.conjTranspose_one, hK.eq]
      simp only [RCLike.star_def, Complex.conj_ofReal]
    exact occWeight_mixed_ne_zero hK h ht.1 (lt_of_le_of_ne ht.2 ht1) S
      (Complex.ext hft (occWeight_im hherm S))

end

end MacchiSoshnikov
```

```lean
#print axioms MacchiSoshnikov.occWeight_nonneg_iff
```

```
'MacchiSoshnikov.occWeight_nonneg_iff' depends on axioms: [propext, Classical.choice, Quot.sound]
```

## How the theorems encode the criterion

The modes form a finite type `n`, which may be empty; its number of elements is the $n$ of the derivation. `occMatrix K S` is the mixed-row matrix and `occWeight K S` is its determinant, a complex number. With `ComplexOrder` open, `0 ≤ occWeight K S` says that the imaginary part is zero and the real part is nonnegative. Exchanging the two indices of $K$ leaves the weights unchanged, because $\det(K-D)$ is invariant under transposition; either index order for the correlation matrix will do.

The main theorem is `occWeight_nonneg_iff`. Its hypothesis `hK` states that `K` is Hermitian, and `hK.eigenvalues i` are the real eigenvalues supplied by Mathlib. `Set.Icc (0 : ℝ) 1` is the closed interval, so completely empty and completely filled orbitals are included.

The lemmas follow the derivation:

- `generating_function` expands the determinant with `map_add_univ`, the multilinear expansion over subsets, and `sum_occWeight` sets $z=1$.
- `eigenvalue_mem_of_nonneg` contains the argument with $z=1-1/\mu$, in its local statement `key`. It assumes a real eigenvalue but not a Hermitian matrix.
- `occWeight_im` proves reality. Its `d` is the diagonal of $D$, and the product of the signs `J` is $(-1)^{n-|S|}$.
- `mulVec_eigenmode` restates the eigenvalue equation for the eigenbasis. `contraction` uses it to compare norms component by component.
- `occWeight_mixed_ne_zero` turns a vanishing determinant into a null vector and derives the contradiction for $t<1$. The matrix $K_t$ is `mixed K t`.

In the final theorem, the forward direction applies `eigenvalue_mem_of_nonneg` to each eigenbasis vector. The converse establishes continuity in $t$, evaluates the weight at half filling, and obtains the forbidden zero from `intermediate_value_Icc'`.

## What a passed or failed eigenvalue test tells a code

In exact arithmetic, a Hermitian $K$ with spectrum in $[0,1]$ gives a genuine probability distribution over occupation patterns: the weights are nonnegative and sum to one. If any eigenvalue lies outside, at least one pattern has a negative weight. The theorem doesn't identify that pattern or bound the size of its weight.

Rounding is not modelled. A computed eigenvalue of $-10^{-15}$ calls for a tolerance chosen by the user, and the theorem supplies none. Clipping eigenvalues to the interval while keeping the eigenvectors produces a matrix that meets the criterion, but it also changes the correlations being sampled.

The result concerns a finite number of modes and weights of this determinantal form. Paired states need anomalous correlations as well as $K$. For an interacting state, the one-particle correlation matrix generally doesn't fix the occupation probabilities, so a spectrum in $[0,1]$ doesn't justify using $p(S)$ for them.
